# The s² coefficient of the PW86 exchange enhancement factor is one fifteenth of the s² coefficient under its root

In the PW86 form, the exchange enhancement factor is F(s) = (1 + as² + bs⁴ + cs⁶)^(1/15), where s is the reduced density gradient. The declaration states that (F(s) − 1)/s² tends to a/15 as s tends to zero through nonzero values, for any real a, b and c. The attempt expands F¹⁵ about F = 1 and equates it with the polynomial under the root. Near s = 0 this turns the quotient into (a + bs² + cs⁴) divided by a factor that tends to 15, and the limit of a quotient then gives the result.

This version doesn't compile in Lean 4 with Mathlib:

```lean
import Mathlib

open Filter Topology

namespace PW86GradientExpansion

noncomputable section

/-- The PW86 form of the exchange enhancement factor as a function of the reduced density
gradient `s`, on the domain where the polynomial under the root is nonnegative. -/
def pw86 (a b c s : ℝ) : ℝ :=
  (1 + a * s ^ 2 + b * s ^ 4 + c * s ^ 6) ^ (1 / 15 : ℝ)

/-- The fifteenth power of the enhancement factor is the polynomial under the root, wherever
that polynomial is nonnegative. -/
theorem pw86_pow (a b c s : ℝ) (h : 0 ≤ 1 + a * s ^ 2 + b * s ^ 4 + c * s ^ 6) :
    pw86 a b c s ^ 15 = 1 + a * s ^ 2 + b * s ^ 4 + c * s ^ 6 := by
  have key : ∀ x : ℝ, 0 ≤ x → (x ^ (1 / 15 : ℝ)) ^ 15 = x := by
    intro x hx
    rw [← Real.rpow_natCast, ← Real.rpow_mul hx]
    norm_num
  exact key _ h

/-- The fifteenth power expanded about one to second order, with a continuous factor in the
cubic remainder. -/
theorem pow_fifteen_expansion : ∃ R : ℝ → ℝ, Continuous R ∧
    ∀ z : ℝ, z ^ 15 = 1 + 15 * (z - 1) + 105 * (z - 1) ^ 2 + (z - 1) ^ 3 * R z := by
  refine ⟨fun z => 455 + 1365 * (z - 1) + 3003 * (z - 1) ^ 2 + 5005 * (z - 1) ^ 3
    + 6435 * (z - 1) ^ 4 + 6435 * (z - 1) ^ 5 + 5005 * (z - 1) ^ 6 + 3003 * (z - 1) ^ 7
    + 1365 * (z - 1) ^ 8 + 455 * (z - 1) ^ 9 + 105 * (z - 1) ^ 10 + 15 * (z - 1) ^ 11
    + (z - 1) ^ 12, by fun_prop, fun z => by ring⟩

/-- As the density gradient vanishes, the enhancement factor tends to one, and its fifteenth
power equals the polynomial under the root at all small nonzero gradients. -/
theorem pw86_near_zero (a b c : ℝ) :
    Tendsto (fun s => pw86 a b c s) (𝓝[≠] 0) (𝓝 1) ∧
    ∀ᶠ s in 𝓝[≠] (0 : ℝ),
      pw86 a b c s ^ 15 = 1 + a * s ^ 2 + b * s ^ 4 + c * s ^ 6 := by
  have hp : Continuous (fun s : ℝ => 1 + a * s ^ 2 + b * s ^ 4 + c * s ^ 6) := by fun_prop
  constructor
  · have hc : ContinuousAt
        (fun s : ℝ => (1 + a * s ^ 2 + b * s ^ 4 + c * s ^ 6) ^ (1 / 15 : ℝ)) 0 :=
      ContinuousAt.rpow_const hp.continuousAt (Or.inl (by norm_num))
    have h : Tendsto (fun s => pw86 a b c s) (𝓝[≠] 0) (𝓝 (pw86 a b c 0)) :=
      hc.tendsto.mono_left nhdsWithin_le_nhds
    have h0 : pw86 a b c 0 = 1 := by simp [pw86]
    rwa [h0] at h
  · have hpos : ∀ᶠ s in 𝓝 (0 : ℝ), 0 < 1 + a * s ^ 2 + b * s ^ 4 + c * s ^ 6 :=
      (isOpen_lt continuous_const hp).mem_nhds (by simp)
    filter_upwards [hpos.filter_mono nhdsWithin_le_nhds] with s hs
    exact pw86_pow a b c s hs.le

/-- The second-order gradient coefficient of the PW86 form is `a / 15`. -/
theorem second_order_coefficient (a b c : ℝ) :
    Tendsto (fun s => (pw86 a b c s - 1) / s ^ 2) (𝓝[≠] 0) (𝓝 (a / 15)) := by
  obtain ⟨R, hR, hexp⟩ := pow_fifteen_expansion
  obtain ⟨hF, hpow⟩ := pw86_near_zero a b c
  have hG : Continuous (fun z : ℝ => 15 + 105 * (z - 1) + (z - 1) ^ 2 * R z) := by fun_prop
  have hD : Tendsto (fun s => 15 + 105 * (pw86 a b c s - 1)
      + (pw86 a b c s - 1) ^ 2 * R (pw86 a b c s)) (𝓝[≠] 0) (𝓝 15) :=
    (hG.tendsto' 1 15 (by norm_num)).comp hF
  have hNc : Continuous (fun s : ℝ => a + b * s ^ 2 + c * s ^ 4) := by fun_prop
  have hN : Tendsto (fun s : ℝ => a + b * s ^ 2 + c * s ^ 4) (𝓝[≠] 0) (𝓝 a) :=
    (hNc.tendsto' 0 a (by simp)).mono_left nhdsWithin_le_nhds
  refine Tendsto.congr' ?_ (hN.div hD (by norm_num))
  filter_upwards [hpow, hD.eventually_ne (by norm_num), self_mem_nhdsWithin] with s e hd hs
  have hs0 : s ≠ 0 := hs
  have h := e.symm.trans (hexp (pw86 a b c s))
  -- the expanded identity, divided by the square of the gradient
  simp only [Pi.div_apply]
  rw [div_eq_div_iff hd (pow_ne_zero 2 hs0)]
  linear_combination h

end

end PW86GradientExpansion
```

Messages:

```
Main.lean:66:42: error: unsolved goals
a b c : ℝ
R : ℝ → ℝ
hR : Continuous R
hexp : ∀ (z : ℝ), z ^ 15 = 1 + 15 * (z - 1) + 105 * (z - 1) ^ 2 + (z - 1) ^ 3 * R z
hF : Tendsto (fun s => pw86 a b c s) (𝓝[≠] 0) (𝓝 1)
hpow : ∀ᶠ (s : ℝ) in 𝓝[≠] 0, pw86 a b c s ^ 15 = 1 + a * s ^ 2 + b * s ^ 4 + c * s ^ 6
hG : Continuous fun z => 15 + 105 * (z - 1) + (z - 1) ^ 2 * R z
hD : Tendsto (fun s => 15 + 105 * (pw86 a b c s - 1) + (pw86 a b c s - 1) ^ 2 * R (pw86 a b c s)) (𝓝[≠] 0) (𝓝 15)
hNc : Continuous fun s => a + b * s ^ 2 + c * s ^ 4
hN : Tendsto (fun s => a + b * s ^ 2 + c * s ^ 4) (𝓝[≠] 0) (𝓝 a)
⊢ ¬15 = ?m.670
```

After these edits no error is left:

```diff
@@ -63,10 +63,14 @@
   have hN : Tendsto (fun s : ℝ => a + b * s ^ 2 + c * s ^ 4) (𝓝[≠] 0) (𝓝 a) :=
     (hNc.tendsto' 0 a (by simp)).mono_left nhdsWithin_le_nhds
-  refine Tendsto.congr' ?_ (hN.div hD (by norm_num))
-  filter_upwards [hpow, hD.eventually_ne (by norm_num), self_mem_nhdsWithin] with s e hd hs
+  have h15 : (15 : ℝ) ≠ 0 := by norm_num
+  have hlim : Tendsto (fun s => (a + b * s ^ 2 + c * s ^ 4) /
+      (15 + 105 * (pw86 a b c s - 1) + (pw86 a b c s - 1) ^ 2 * R (pw86 a b c s)))
+      (𝓝[≠] 0) (𝓝 (a / 15)) := hN.div hD h15
+  refine Tendsto.congr' ?_ hlim
+  filter_upwards [hpow, hD.eventually_ne h15, self_mem_nhdsWithin] with s e hd hs
   have hs0 : s ≠ 0 := hs
   have h := e.symm.trans (hexp (pw86 a b c s))
-  -- the expanded identity, divided by the square of the gradient
-  simp only [Pi.div_apply]
+  -- clearing both denominators leaves the expanded identity
+
   rw [div_eq_div_iff hd (pow_ne_zero 2 hs0)]
   linear_combination h
```

The error is at the `by norm_num` passed to `hD.eventually_ne`. That lemma says that a function tending to one value eventually differs from any other given value, and it needs a proof that the two values differ. Here `hD` fixes the first value as 15, but nothing had yet fixed the second. `norm_num` was therefore left with `¬15 = ?m.670`, where `?m.670` is a value still to be determined, and could not prove it. The zero was intended, but it only comes in later, when `hd` is used in `div_eq_div_iff`.

The repair proves `h15 : (15 : ℝ) ≠ 0` first and passes it to `eventually_ne`. Its type fixes the second value as 0, so `hd` says that the denominator is nonzero.

The other changes do not bear on the reported error. `hlim` writes out the limit of the quotient point by point, so `simp only [Pi.div_apply]` is no longer needed to unfold a quotient of functions. The new comment is mere tidying.
